# The overlap integral of two real powers of r on the unit interval

For real exponents p and q with p + q > −1, the integral of r^p · r^q over r from 0 to 1 equals 1/(p + q + 1). In physical terms this is the overlap of two unnormalised power-law radial functions on a finite interval, taken with the plain measure dr and no factor r². Only the sum of the exponents is restricted, not each one separately. The attempt first merges the two powers into r^(p+q), which is valid for r > 0, and then applies the integral formula for a single power and simplifies its values at the endpoints.

An attempt in Lean 4 with a fault in it:

```lean
import Mathlib

open MeasureTheory

namespace IntegralRpowMulRpow

noncomputable section

/-- The overlap integral of `r^p` and `r^q` on `[0,1]` is `1/(p+q+1)` when `p + q > -1`. -/
theorem integral_rpow_mul_rpow {p q : ℝ} (h : -1 < p + q) :
    ∫ r in (0 : ℝ)..1, r ^ p * r ^ q = 1 / (p + q + 1) := by
  have hc : ∫ r in (0 : ℝ)..1, r ^ p * r ^ q = ∫ r in (0 : ℝ)..1, r ^ (p + q) := by
    refine intervalIntegral.integral_congr_ae (Filter.Eventually.of_forall ?_)
    intro r hr
    rw [Set.uIoc_of_le zero_le_one] at hr
    exact (Real.rpow_add hr.1 p q).symm
  rw [hc, integral_rpow (Or.inl h), Real.one_rpow,
    Real.zero_rpow (by linarith : p + q + 1 ≠ 0 ∧ True |>.1), sub_zero]

end

end IntegralRpowMulRpow
```

The compiler's answer:

```
Main.lean:18:34: error: Invalid projection: Projection operates on types of the form `C ...` where C is a constant. The expression
  p + q + 1 ≠ 0 ∧ True
has type `Prop` which does not have the necessary form.
Main.lean:11:58: error: unsolved goals
p q : ℝ
h : -1 < p + q
hc : ∫ (r : ℝ) in 0..1, r ^ p * r ^ q = ∫ (r : ℝ) in 0..1, r ^ (p + q)
⊢ (1 - 0 ^ (p + q + 1)) / (p + q + 1) = 1 / (p + q + 1)
```

What went wrong. The first message concerns the argument given to `Real.zero_rpow`, which needs a proof that `p + q + 1 ≠ 0`. In `(by linarith : p + q + 1 ≠ 0 ∧ True |>.1)`, everything after the colon is read as the type to be proved, so `.1` is applied to the proposition `p + q + 1 ≠ 0 ∧ True` itself, not to a proof of it. A proof of a conjunction has a first component, but the proposition is only a term of type `Prop`, which has none to project.

The second message follows from the first. It shows the goal after `Real.one_rpow`, with `0 ^ (p + q + 1)` still in place, because the rewrite that should have turned it into 0 did not go through.

The repair proves `hpos : 0 < p + q + 1`, which `linarith` gets from `h`. Then `hpos.ne'` is a proof of `p + q + 1 ≠ 0`, just what `Real.zero_rpow` needs. The power becomes 0, `sub_zero` removes it, and the two sides agree.

This version goes through:

```diff
@@ -15,6 +15,6 @@
     rw [Set.uIoc_of_le zero_le_one] at hr
     exact (Real.rpow_add hr.1 p q).symm
-  rw [hc, integral_rpow (Or.inl h), Real.one_rpow,
-    Real.zero_rpow (by linarith : p + q + 1 ≠ 0 ∧ True |>.1), sub_zero]
+  have hpos : 0 < p + q + 1 := by linarith
+  rw [hc, integral_rpow (Or.inl h), Real.one_rpow, Real.zero_rpow hpos.ne', sub_zero]
 
 end
```
